# Weyl complete reducibility for spin: invariant subspaces have invariant complements in finite dimension

Let $V$ be a finite-dimensional complex vector space with linear operators $J_+, J_-, J_z$ obeying, with $\hbar = 1$,
$$[J_z, J_\pm] = \pm J_\pm, \qquad [J_+, J_-] = 2J_z .$$
Then every subspace $W$ mapped into itself by all three operators has a complement $W'$, with $V = W \oplus W'$, that is also mapped into itself by all three. No inner product is assumed. If one is available with $J_- = J_+^\dagger$ and $J_z$ Hermitian, the orthogonal complement serves; the argument below uses the commutators alone. Weyl's name attaches to complete reducibility for all semisimple Lie algebras. What is proved here is the angular momentum case, in the form of one invariant complement, and the splitting is not iterated into multiplets.

## Operators, invariance and the Casimir

$V$ carries only addition and complex scalars, and operators are elements of `End ℂ V`, with `*` as composition.

```lean
import Mathlib

open Module

namespace SpinCompleteReducibility

noncomputable section

variable {V : Type*} [AddCommGroup V] [Module ℂ V]
```

The structure `Ladder` holds the three relations, which are the only physics postulated: they are the commutators of the rotation generators written with $J_\pm = J_x \pm iJ_y$. Neither Hermiticity nor diagonalisability of $J_z$ is assumed.

```lean
/-- The ladder relations `[Jz, J₊] = J₊`, `[Jz, J₋] = -J₋`, `[J₊, J₋] = 2 Jz`. -/
structure Ladder (Jp Jm Jz : End ℂ V) : Prop where
  zp : Jz * Jp - Jp * Jz = Jp
  zm : Jz * Jm - Jm * Jz = -Jm
  pm : Jp * Jm - Jm * Jp = (2 : ℂ) • Jz
```

A subspace is invariant when the three operators keep its vectors inside it.

```lean
/-- A subspace mapped into itself by `J₊`, `J₋` and `Jz`. -/
def Invariant (Jp Jm Jz : End ℂ V) (W : Submodule ℂ V) : Prop :=
  ∀ x ∈ W, Jp x ∈ W ∧ Jm x ∈ W ∧ Jz x ∈ W
```

The total angular momentum squared is $C = J^2 = J_z^2 + \tfrac12(J_+J_- + J_-J_+)$.

```lean
/-- The Casimir operator `J² = Jz² + (J₊J₋ + J₋J₊)/2`. -/
def casimir (Jp Jm Jz : End ℂ V) : End ℂ V :=
  Jz * Jz + (1 / 2 : ℂ) • (Jp * Jm + Jm * Jp)
```

For an operator $A$, the map $\mathrm{ad}_A X = AX - XA$ is a linear operator on the space of operators $X$.

```lean
/-- The commutator action `X ↦ A X - X A` on operators. -/
def adj (A : End ℂ V) : End ℂ (End ℂ V) :=
  LinearMap.mulLeft ℂ A - LinearMap.mulRight ℂ A
```

## Consequences of the commutators

Applied to a vector, the relations become reordering rules: $J_zJ_\pm x = J_\pm J_z x \pm J_\pm x$ and $J_+J_-x = J_-J_+x + 2J_zx$.

```lean
variable {Jp Jm Jz : End ℂ V}

/-- The ladder relations as reordering rules on vectors. -/
theorem Ladder.normal_order (h : Ladder Jp Jm Jz) :
    (∀ x, Jz (Jp x) = Jp (Jz x) + Jp x) ∧ (∀ x, Jz (Jm x) = Jm (Jz x) - Jm x) ∧
      (∀ x, Jp (Jm x) = Jm (Jp x) + (2 : ℂ) • Jz x) := by
  refine ⟨fun x => ?_, fun x => ?_, fun x => ?_⟩
  · have e : Jz (Jp x) - Jp (Jz x) = Jp x := LinearMap.congr_fun h.zp x
    linear_combination (norm := module) e
  · have e : Jz (Jm x) - Jm (Jz x) = -Jm x := LinearMap.congr_fun h.zm x
    linear_combination (norm := module) e
  · have e : Jp (Jm x) - Jm (Jp x) = (2 : ℂ) • Jz x := LinearMap.congr_fun h.pm x
    linear_combination (norm := module) e
```

The triple $(J_-, J_+, -J_z)$ obeys the same relations, since $[-J_z, J_-] = J_-$, $[-J_z, J_+] = -J_+$ and $[J_-, J_+] = 2(-J_z)$. Any statement about $J_+$ therefore gives one about $J_-$.

```lean
/-- Exchanging `J₊` with `J₋` and reversing `Jz` preserves the ladder relations. -/
theorem Ladder.symm (h : Ladder Jp Jm Jz) : Ladder Jm Jp (-Jz) := by
  obtain ⟨a, b, c⟩ := h.normal_order
  constructor <;> refine LinearMap.ext fun x => ?_ <;>
    simp only [End.mul_apply, LinearMap.sub_apply, LinearMap.neg_apply, LinearMap.smul_apply,
      map_neg, a, b, c] <;> module
```

The third rule gives $C = J_z^2 + J_z + J_-J_+$. Then $[J_z^2, J_+] = 2J_+J_z + J_+$, $[J_z, J_+] = J_+$ and $[J_-J_+, J_+] = -2J_zJ_+ = -2J_+J_z - 2J_+$, which sum to zero. The case of $J_-$ is the mirror image, and $[J_-J_+, J_z] = -J_-J_+ + J_-J_+ = 0$. In Lean, `simp only` brings both sides to a fixed operator order and `module` compares coefficients.

```lean
/-- `J²` commutes with `J₊`, `J₋` and `Jz`. -/
theorem Ladder.casimir_comm (h : Ladder Jp Jm Jz) :
    Commute (casimir Jp Jm Jz) Jp ∧ Commute (casimir Jp Jm Jz) Jm ∧
      Commute (casimir Jp Jm Jz) Jz := by
  obtain ⟨a, b, c⟩ := h.normal_order
  refine ⟨?_, ?_, ?_⟩ <;> refine LinearMap.ext fun x => ?_ <;>
    simp only [casimir, End.mul_apply, LinearMap.add_apply, LinearMap.smul_apply,
      map_add, map_sub, map_smul, a, b, c] <;> module
```

Expanding $A(BX - XB) - (BX - XB)A$ and subtracting the same with $A$ and $B$ exchanged leaves $[A,B]X - X[A,B]$, so $[\mathrm{ad}_A, \mathrm{ad}_B] = \mathrm{ad}_{[A,B]}$. The three commutator actions thus form a ladder triple on the space of operators.

```lean
/-- The commutator actions of `J₊`, `J₋`, `Jz` on operators obey the ladder relations. -/
theorem Ladder.adj (h : Ladder Jp Jm Jz) : Ladder (adj Jp) (adj Jm) (adj Jz) := by
  obtain ⟨a, b, c⟩ := h.normal_order
  constructor <;> refine LinearMap.ext fun X => LinearMap.ext fun x => ?_ <;>
    simp only [SpinCompleteReducibility.adj, End.mul_apply, LinearMap.sub_apply,
      LinearMap.neg_apply, LinearMap.smul_apply, LinearMap.mulLeft_apply,
      LinearMap.mulRight_apply, map_add, map_sub, map_smul, a, b, c] <;> module
```

## Correcting a vector until a power of $T$ kills it

From here on $V$ is finite-dimensional, as for a finite set of spins or finitely many complete multiplets. Let $T$ be an operator, $N$ a subspace with $TN \subseteq N$, and $u$ a vector with $Tu \in N$. The chain $N \supseteq TN \supseteq T^2N \supseteq \dots$ must stop, so $T^{n+1}N = T^nN$ for some $n$. Then $T^{n+1}u = T^n(Tu)$ lies in $T^nN = T^{n+1}N$, so $T^{n+1}u = T^{n+1}w$ for some $w \in N$, and $T^{n+1}(u - w) = 0$. Lean picks a minimal member of the chain by well-foundedness, and `heq` is the equality of consecutive members.

```lean
variable [FiniteDimensional ℂ V]

/-- If `N` is `T`-invariant and `T u ∈ N`, then for some `w ∈ N` a power of `T` kills `u - w`. -/
theorem fitting_lift (T : End ℂ V) (N : Submodule ℂ V) (hN : ∀ x ∈ N, T x ∈ N) (u : V)
    (hu : T u ∈ N) : ∃ w ∈ N, ∃ n : ℕ, (T ^ n) (u - w) = 0 := by
  -- the descending chain `Tᵏ N` stops
  obtain ⟨_, ⟨n, rfl⟩, hmin⟩ := (wellFounded_lt (α := Submodule ℂ V)).has_min
    (Set.range fun k : ℕ => N.map (T ^ k)) (Set.range_nonempty _)
  have hle : N.map (T ^ (n + 1)) ≤ N.map (T ^ n) := by
    rintro _ ⟨x, hx, rfl⟩
    exact ⟨T x, hN x hx, by simp [pow_succ]⟩
  have heq := eq_of_le_of_not_lt hle (hmin _ ⟨n + 1, rfl⟩)
  have hm : (T ^ n) (T u) ∈ N.map (T ^ (n + 1)) := by
    rw [heq]
    exact ⟨T u, hu, rfl⟩
  obtain ⟨w, hw, e⟩ := hm
  refine ⟨w, hw, n + 1, ?_⟩
  rw [map_sub, e]
  simp [pow_succ]
```

## Vectors killed by powers of $J^2$ and $J_z$

Let $C^nu = 0$ and $J_z^mu = 0$ for natural numbers $n, m$, and suppose $J_+u \neq 0$. From $(J_z - 1)J_+ = J_+J_z$ follows $(J_z - 1)^mJ_+u = J_+J_z^mu = 0$ (`shift`). Let $v = (J_z - 1)^iJ_+u$ be the last nonzero vector in the sequence of powers (`last`), so that $J_zv = v$. Since $C$ commutes with $J_+$ and $J_z$, we have $C^nv = 0$ and $C^nJ_+^kv = 0$ for all $k$ (`kill`). By induction $J_zJ_+^kv = (k+1)J_+^kv$ (`weight`). Eigenvectors with distinct eigenvalues are independent, so finite dimension forces some $J_+^kv$ to vanish. Let $J_+^jv$ be the last nonzero one; here $j$ counts raising steps and the weight is $\mu = j + 1$. On a vector of weight $\mu$ killed by $J_+$, the form $C = J_z^2 + J_z + J_-J_+$ gives $C = \mu(\mu + 1)$ (`top`). Hence $0 = C^nJ_+^jv = [(j+1)(j+2)]^nJ_+^jv \neq 0$, a contradiction, and $J_+u = 0$.

```lean
/-- A vector killed by a power of `J²` and by a power of `Jz` is killed by `J₊`. -/
theorem Ladder.raise_eq_zero (h : Ladder Jp Jm Jz) {u : V} {n m : ℕ}
    (hc : (casimir Jp Jm Jz ^ n) u = 0) (hz : (Jz ^ m) u = 0) : Jp u = 0 := by
  obtain ⟨a, -, c⟩ := h.normal_order
  obtain ⟨cp, -, cz⟩ := h.casimir_comm
  have top : ∀ (w : V) (μ : ℂ), Jp w = 0 → Jz w = μ • w →
      casimir Jp Jm Jz w = (μ * (μ + 1)) • w := by
    intro w μ h0 h1
    simp only [casimir, End.mul_apply, LinearMap.add_apply, LinearMap.smul_apply, c, h0, h1,
      map_zero, map_smul]
    module
  generalize casimir Jp Jm Jz = C at hc cp cz top
  have last : ∀ (T : End ℂ V) (k : ℕ) (v : V), v ≠ 0 → (T ^ k) v = 0 →
      ∃ i : ℕ, (T ^ i) v ≠ 0 ∧ T ((T ^ i) v) = 0 := by
    intro T k v hv hk
    induction k with
    | zero => exact absurd (by simpa using hk) hv
    | succ k ih =>
      by_cases h0 : (T ^ k) v = 0
      · exact ih h0
      · exact ⟨k, h0, by rwa [pow_succ', End.mul_apply] at hk⟩
  have kill : ∀ T : End ℂ V, Commute C T → ∀ (k : ℕ) (x : V), (C ^ n) x = 0 →
      (C ^ n) ((T ^ k) x) = 0 := by
    intro T hT k x hx
    have e := LinearMap.congr_fun (hT.pow_pow n k).eq x
    simpa only [End.mul_apply, hx, map_zero] using e
  have shift : ∀ (k : ℕ) (x : V), ((Jz - 1) ^ k) (Jp x) = Jp ((Jz ^ k) x) := by
    intro k x
    induction k with
    | zero => simp
    | succ k ih => simp [pow_succ', ih, a]
  -- otherwise some `v ≠ 0` has `Jz v = v` and is killed by a power of `J²`
  by_contra hne
  obtain ⟨i, hv, hv1⟩ := last (Jz - 1) m (Jp u) hne (by rw [shift, hz, map_zero])
  have hCv := kill _ (cz.sub_right (Commute.one_right C)) i (Jp u)
    (by simpa using kill Jp cp 1 u hc)
  generalize ((Jz - 1) ^ i) (Jp u) = v at hv hv1 hCv
  have weight : ∀ k : ℕ, Jz ((Jp ^ k) v) = ((k : ℂ) + 1) • (Jp ^ k) v := by
    intro k
    induction k with
    | zero => simpa [sub_eq_zero] using hv1
    | succ k ih =>
      rw [pow_succ', End.mul_apply, a, ih, map_smul]
      push_cast
      module
  -- raising must stop, the weights being distinct
  obtain ⟨k, hk⟩ : ∃ k : ℕ, (Jp ^ k) v = 0 := by
    by_contra hall
    exact Module.Finite.not_linearIndependent_of_infinite _
      (Jz.eigenvectors_linearIndependent' (fun k : ℕ => (k : ℂ) + 1)
        (fun r s hrs => by simpa using hrs) (fun k => (Jp ^ k) v) fun k =>
        End.hasEigenvector_iff.2 ⟨End.mem_eigenspace_iff.2 (weight k), fun e => hall ⟨k, e⟩⟩)
  obtain ⟨j, hw, hw0⟩ := last Jp k v hv hk
  -- at the top `J²` is the nonzero number `(j+1)(j+2)`
  have hCw := top _ _ hw0 (weight j)
  have hpow : ∀ r : ℕ, (C ^ r) ((Jp ^ j) v) =
      (((j : ℂ) + 1) * ((j : ℂ) + 1 + 1)) ^ r • (Jp ^ j) v := by
    intro r
    induction r with
    | zero => simp
    | succ r ih => rw [pow_succ', End.mul_apply, ih, map_smul, hCw, smul_smul, pow_succ]
  have h2 := Nat.cast_add_one_ne_zero (R := ℂ) (j + 1)
  rw [Nat.cast_add, Nat.cast_one] at h2
  exact smul_ne_zero (pow_ne_zero n (mul_ne_zero (Nat.cast_add_one_ne_zero j) h2)) hw
    ((hpow n).symm.trans (kill Jp cp j v hCv))
```

## A singlet modulo $N$ lifts to a singlet

A singlet here means a vector, possibly zero, killed by all three operators. Let $N$ be invariant and let $J_+u, J_-u, J_zu \in N$. Every term of $C$ applies a second generator to such a vector, so $Cu \in N$ and $CN \subseteq N$ (`key`). The correction step with $T = C$ gives $w_1 \in N$ with $C^n(u - w_1) = 0$. The subspace $N \cap \ker C^n$ is preserved by $J_z$ and contains $J_z(u - w_1)$, so the step with $T = J_z$ gives $w_2$ in it with $J_z^m(u - w_1 - w_2) = 0$, while $C^n$ still kills $s = u - w_1 - w_2$. Therefore $J_+s = 0$. The mirrored triple has the same Casimir (`hs`), so $J_-s = 0$, and $2J_zs = [J_+, J_-]s = 0$.

```lean
/-- If `J₊ u`, `J₋ u`, `Jz u` lie in an invariant subspace `N`, then for some `w ∈ N` the vector
`u - w` is killed by `J₊`, `J₋` and `Jz`. -/
theorem Ladder.singlet_lift (h : Ladder Jp Jm Jz) {N : Submodule ℂ V}
    (hN : Invariant Jp Jm Jz N) {u : V} (hu : Jp u ∈ N ∧ Jm u ∈ N ∧ Jz u ∈ N) :
    ∃ w ∈ N, Jp (u - w) = 0 ∧ Jm (u - w) = 0 ∧ Jz (u - w) = 0 := by
  have key : ∀ x, (Jp x ∈ N ∧ Jm x ∈ N ∧ Jz x ∈ N) → casimir Jp Jm Jz x ∈ N := by
    intro x hx
    simp only [casimir, End.mul_apply, LinearMap.add_apply, LinearMap.smul_apply]
    exact N.add_mem (hN _ hx.2.2).2.2
      (N.smul_mem _ (N.add_mem (hN _ hx.2.1).1 (hN _ hx.1).2.1))
  -- correct `u` first for `J²`, then for `Jz` inside the kernel of the power of `J²`
  obtain ⟨w₁, h₁, n, hn⟩ := fitting_lift _ N (fun x hx => key x (hN x hx)) u (key u hu)
  have hk : ∀ x ∈ LinearMap.ker (casimir Jp Jm Jz ^ n),
      Jz x ∈ LinearMap.ker (casimir Jp Jm Jz ^ n) := by
    intro x hx
    have e := LinearMap.congr_fun (h.casimir_comm.2.2.pow_left n).eq x
    simpa only [LinearMap.mem_ker, End.mul_apply, LinearMap.mem_ker.1 hx, map_zero] using e
  obtain ⟨w₂, h₂, m, hm⟩ := fitting_lift Jz (N ⊓ LinearMap.ker (casimir Jp Jm Jz ^ n))
    (fun x hx => ⟨(hN x hx.1).2.2, hk x hx.2⟩) (u - w₁)
    (Submodule.mem_inf.2 ⟨by rw [map_sub]; exact N.sub_mem hu.2.2 (hN _ h₁).2.2,
      hk _ (LinearMap.mem_ker.2 hn)⟩)
  obtain ⟨h₂, h₃⟩ := Submodule.mem_inf.1 h₂
  have hc : (casimir Jp Jm Jz ^ n) (u - w₁ - w₂) = 0 := by
    rw [map_sub, hn, LinearMap.mem_ker.1 h₃, sub_zero]
  have hs : casimir Jm Jp (-Jz) = casimir Jp Jm Jz := by
    rw [casimir, casimir, neg_mul_neg, add_comm (Jm * Jp)]
  have ep := h.raise_eq_zero hc hm
  have em := h.symm.raise_eq_zero (n := n) (m := m) (by rw [hs]; exact hc)
    (by rw [neg_pow, End.mul_apply, hm, map_zero])
  have ez := h.normal_order.2.2 (u - w₁ - w₂)
  rw [ep, em, map_zero, map_zero, zero_add] at ez
  refine ⟨w₁ + w₂, N.add_mem h₁ h₂, ?_⟩
  rw [← sub_sub]
  exact ⟨ep, em, (smul_eq_zero.1 ez.symm).resolve_left two_ne_zero⟩
```

## A projector that commutes with all three operators

Let $W$ be invariant and choose any projector $Q$ onto it: $QV \subseteq W$ and $Qx = x$ on $W$. In the finite-dimensional space of operators, let $N$ consist of those mapping $V$ into $W$ and killing $W$. Suppose $A$ preserves $W$, and $X$ maps $V$ into $W$ and acts on $W$ as a number $c$. Then $\mathrm{ad}_AX$ maps into $W$, and for $x \in W$ it gives $A(cx) - cAx = 0$, so $\mathrm{ad}_AX \in N$ (`one`). The value $c = 0$ shows that $N$ is invariant under the commutator actions, and $c = 1$ shows that $Q$ is a singlet modulo $N$. The lift, applied as `h.adj.singlet_lift`, supplies $R \in N$ such that $P = Q - R$ commutes with $J_+, J_-, J_z$. It still maps into $W$ and fixes $W$.

```lean
/-- Every invariant subspace `W` has a projector onto it commuting with `J₊`, `J₋`, `Jz`. -/
theorem Ladder.exists_commuting_projector (h : Ladder Jp Jm Jz) {W : Submodule ℂ V}
    (hW : Invariant Jp Jm Jz W) : ∃ P : End ℂ V, (∀ x, P x ∈ W) ∧ (∀ x ∈ W, P x = x) ∧
      Jp * P = P * Jp ∧ Jm * P = P * Jm ∧ Jz * P = P * Jz := by
  obtain ⟨Q, q₁, q₂⟩ : ∃ Q : End ℂ V, (∀ x, Q x ∈ W) ∧ ∀ x ∈ W, Q x = x := by
    obtain ⟨g, hg⟩ := LinearMap.exists_extend (LinearMap.id : W →ₗ[ℂ] W)
    exact ⟨W.subtype ∘ₗ g, fun x => (g x).2,
      fun x hx => congrArg Subtype.val (LinearMap.congr_fun hg ⟨x, hx⟩)⟩
  -- operators into `W` that kill `W`
  let N : Submodule ℂ (End ℂ V) :=
    { carrier := {X | (∀ x, X x ∈ W) ∧ ∀ x ∈ W, X x = 0}
      add_mem' := fun hX hY => ⟨fun x => W.add_mem (hX.1 x) (hY.1 x),
        fun x hx => by simp [hX.2 x hx, hY.2 x hx]⟩
      zero_mem' := ⟨fun _ => W.zero_mem, fun _ _ => rfl⟩
      smul_mem' := fun c _ hX => ⟨fun x => W.smul_mem c (hX.1 x),
        fun x hx => by simp [hX.2 x hx]⟩ }
  have one : ∀ (A X : End ℂ V) (c : ℂ), (∀ x ∈ W, A x ∈ W) → (∀ x, X x ∈ W) →
      (∀ x ∈ W, X x = c • x) → SpinCompleteReducibility.adj A X ∈ N := by
    intro A X c hA h1 h2
    refine ⟨fun x => ?_, fun x hx => ?_⟩
    · show A (X x) - X (A x) ∈ W
      exact W.sub_mem (hA _ (h1 x)) (h1 _)
    · show A (X x) - X (A x) = 0
      rw [h2 x hx, h2 _ (hA x hx), map_smul, sub_self]
  have all := fun (X : End ℂ V) (c : ℂ) h1 h2 => And.intro
    (one Jp X c (fun x hx => (hW x hx).1) h1 h2) (And.intro
    (one Jm X c (fun x hx => (hW x hx).2.1) h1 h2) (one Jz X c (fun x hx => (hW x hx).2.2) h1 h2))
  obtain ⟨R, hR, ep, em, ez⟩ := h.adj.singlet_lift (N := N)
    (fun X hX => all X 0 hX.1 fun x hx => by rw [zero_smul]; exact hX.2 x hx)
    (all Q 1 q₁ fun x hx => by rw [one_smul]; exact q₂ x hx)
  have e : ∀ A X : End ℂ V, SpinCompleteReducibility.adj A X = 0 → A * X = X * A :=
    fun A X h0 => sub_eq_zero.1 (show A * X - X * A = 0 from h0)
  exact ⟨Q - R, fun x => W.sub_mem (q₁ x) (hR.1 x),
    fun x hx => by simp [q₂ x hx, hR.2 x hx], e _ _ ep, e _ _ em, e _ _ ez⟩
```

## The kernel of $P$ is the complement

If $Px = 0$ and $AP = PA$, then $PAx = APx = 0$, so $\ker P$ is invariant. A vector $x \in W \cap \ker P$ has $x = Px = 0$, and any $x$ splits as $Px + (x - Px)$ with $P(x - Px) = 0$. These two facts make up `IsCompl W W'`, the direct sum $V = W \oplus W'$. The theorem gives existence only: it claims neither uniqueness nor orthogonality, and no Hamiltonian enters.

```lean
/-- Weyl complete reducibility for spin: in finite dimension every subspace invariant under
`J₊`, `J₋`, `Jz` has a complementary subspace invariant under all three. -/
theorem weyl_complete_reducibility (h : Ladder Jp Jm Jz) {W : Submodule ℂ V}
    (hW : Invariant Jp Jm Jz W) : ∃ W', IsCompl W W' ∧ Invariant Jp Jm Jz W' := by
  obtain ⟨P, h1, h2, ep, em, ez⟩ := h.exists_commuting_projector hW
  have e : ∀ A : End ℂ V, A * P = P * A → ∀ x ∈ LinearMap.ker P, A x ∈ LinearMap.ker P := by
    intro A hA x hx
    have e := (LinearMap.congr_fun hA x).symm
    simpa only [LinearMap.mem_ker, End.mul_apply, LinearMap.mem_ker.1 hx, map_zero] using e
  refine ⟨LinearMap.ker P, ⟨Submodule.disjoint_def.2 fun x hx h0 => ?_, ?_⟩,
    fun x hx => ⟨e _ ep x hx, e _ em x hx, e _ ez x hx⟩⟩
  · rw [← h2 x hx, LinearMap.mem_ker.1 h0]
  · refine codisjoint_iff.2 (eq_top_iff.2 fun x _ => Submodule.mem_sup.2
      ⟨P x, h1 x, x - P x, ?_, by abel⟩)
    rw [LinearMap.mem_ker, map_sub, h2 _ (h1 x), sub_self]
```

## A doublet and a singlet in a skew basis

On $\mathbb{C}^3$ with basis $e_0, e_1, e_2$, the raising operator sends $e_1$ to $e_0$ and kills the others.

```lean
/-- `J₊` of an explicit triple on `ℂ³`. -/
def skewP : End ℂ (Fin 3 → ℂ) := Matrix.toLin' !![0, 1, 0; 0, 0, 0; 0, 0, 0]
```

The lowering operator sends both $e_0$ and $e_2$ to $e_1$, so its matrix is not the conjugate transpose of the previous one.

```lean
/-- `J₋` of an explicit triple on `ℂ³`. -/
def skewM : End ℂ (Fin 3 → ℂ) := Matrix.toLin' !![0, 0, 0; 1, 0, 1; 0, 0, 0]
```

Finally $J_ze_0 = \tfrac12e_0$, $J_ze_1 = -\tfrac12e_1$ and $J_ze_2 = \tfrac12e_0$.

```lean
/-- `Jz` of an explicit triple on `ℂ³`. -/
def skewZ : End ℂ (Fin 3 → ℂ) := Matrix.toLin' !![1 / 2, 0, 1 / 2; 0, -1 / 2, 0; 0, 0, 0]
```

All three matrices have a zero last row, so their images lie in the plane $x_2 = 0$ spanned by the doublet $e_0, e_1$. The ladder relations are verified entry by entry.

```lean
/-- The triple on `ℂ³` obeys the ladder relations and leaves the plane `x₂ = 0` invariant. -/
theorem ladder_witness : Ladder skewP skewM skewZ ∧ Invariant skewP skewM skewZ
    (LinearMap.ker (LinearMap.proj (R := ℂ) (φ := fun _ : Fin 3 => ℂ) 2)) := by
  refine ⟨?_, fun x _ => ?_⟩
  · constructor <;> refine LinearMap.ext fun x => funext fun i => ?_ <;> fin_cases i <;>
      simp [skewP, skewM, skewZ, Matrix.mulVec, dotProduct, Fin.sum_univ_three] <;> ring
  · simp [skewP, skewM, skewZ, dotProduct, Fin.sum_univ_three]

end

end SpinCompleteReducibility
```

```lean
#print axioms SpinCompleteReducibility.weyl_complete_reducibility
-- 'SpinCompleteReducibility.weyl_complete_reducibility' depends on axioms: [propext, Classical.choice, Quot.sound]
```

## Smallest cases and the matrix computation

The observations below are read off by hand and are not among the theorems. In dimension one all commutators vanish, so the three operators are zero and $W$ is $0$ or $V$. When all three operators are zero in any dimension, the statement reduces to the existence of a linear complement, which is unique when $W$ is $0$ or $V$ and otherwise is not.

In the $\mathbb{C}^3$ example the line through $e_2$, orthogonal to the plane in the standard product, is not invariant, because $J_-e_2 = e_1$. The vector $e_2 - e_0$ is killed by all three operators and spans an invariant complement. Starting from $Q = \mathrm{diag}(1,1,0)$, the correction has $Re_2 = -e_0$, so $Pe_2 = e_0$. This $P$ equals $\tfrac43J^2$, since $J^2$ is $\tfrac34$ on the doublet and $0$ on the singlet.

In code the lift is a linear system: solve $[A, R] = [A, Q]$ for $A = J_+, J_-, J_z$, with $R$ restricted to $N$, and take the null space of $Q - R$. This bears on spin adaptation with similarity-transformed or non-orthogonal matrix representations: provided the basis is finite, its span is closed under the three operators, and the matrices are those of expansion coefficients, $A\phi_j = \sum_i \phi_i M_{ij}$, which obey the ladder relations (the bare matrix elements $\langle\phi_i|A|\phi_j\rangle$ in a non-orthogonal basis in general do not), an invariant block can be split off without reference to a metric.
